# In a uniform field, identical non-interacting piecewise-linear atoms in a chain of zero total charge can all be neutral in the ground state exactly when the end-to-end potential drop is at most the gap

**Q:** Which quantities enter, and with what signs and units?

**A:** There is a finite set of atoms, indexed by `ι`. Atom $i$ carries a charge $q_i$ in units of the elementary charge, positive when electrons have left. With a gap $G$ and site potentials $v_i$, both energies, the total energy is
$$E(q)=\sum_i\left(\tfrac G2|q_i|-v_iq_i\right).$$
Because of the minus sign, $v_i$ is minus the usual electrostatic energy of a unit positive charge, so positive charge prefers sites with large $v_i$.

```lean
import Mathlib

open Finset

namespace PiecewiseLinearChargeEquilibration

noncomputable section

variable {ι : Type*} [Fintype ι]

/-- Energy of atoms with charges `q`, gap `G` and site potentials `v`:
piecewise linear in each charge, with a kink at the neutral atom. -/
def energy (G : ℝ) (v q : ι → ℝ) : ℝ := ∑ i, (G / 2 * |q i| - v i * q i)
```

**Q:** Why should an atom cost $\frac G2|q|$? Ionisation and electron attachment don't have equal and opposite slopes.

**A:** Let $I$ be the ionisation energy and $A_e$ the electron affinity. Linear interpolation between the integer charges gives $Iq$ for $0\le q\le1$ and $A_eq$ for $-1\le q\le0$. Both branches are
$$\tfrac{I-A_e}{2}|q|+\tfrac{I+A_e}{2}q.$$
So $G=I-A_e$ is the fundamental gap of the atom. For identical atoms the linear term sums to zero when the total charge is zero. If the atoms differ in $I+A_e$, that term can be absorbed into $v_i$, but the model gives all of them the same $G$.

**Q:** Which charge distributions compete, and what counts as a ground state?

**A:** Each charge lies in $[-1,1]$ and the total is zero. A ground state is an admissible distribution whose energy is no higher than that of any other. The definition allows ties.

```lean
/-- Each atom carries a charge between `-1` and `1`, and the total charge is zero. -/
def Admissible (q : ι → ℝ) : Prop := (∀ i, |q i| ≤ 1) ∧ ∑ i, q i = 0

/-- An admissible charge distribution of least energy. -/
def IsGroundState (G : ℝ) (v p : ι → ℝ) : Prop :=
  Admissible p ∧ ∀ q, Admissible q → energy G v p ≤ energy G v q
```

Two special objects are needed. `transfer a b t` puts $-t$ on atom $a$, $+t$ on atom $b$ and nothing elsewhere, for $a\neq b$. The chain has unit spacing, and $F$ is the amount by which the energy of a unit positive charge falls per lattice step towards higher $i$; it is negative when the field points the other way. Lean numbers the atoms $i=0,\dots,K-1$, so the atom with index $i$ sits at position $i+1$ and has $v_i=F(i+1)$.

```lean
/-- The charges after an amount `t` has moved from atom `a` to atom `b`, all atoms being neutral at
the start. -/
def transfer [DecidableEq ι] (a b : ι) (t : ℝ) (i : ι) : ℝ :=
  (if i = b then t else 0) - (if i = a then t else 0)

/-- Site potentials `F * (i + 1)` of a chain of `K` atoms in a field `F`; the atom with index `i`,
counted from `0`, sits at position `i + 1`. -/
def chainPotential (K : ℕ) (F : ℝ) (i : Fin K) : ℝ := F * (((i : ℕ) : ℝ) + 1)
```

**Q:** Before any code is trusted, what does it cost to move charge between two atoms?

**A:** For $a\ne b$ and $t\ge0$ only two terms survive:
$$\left(\tfrac G2t-v_bt\right)+\left(\tfrac G2t+v_at\right)=t\left(G-(v_b-v_a)\right).$$
The all-neutral state has energy zero, so the transfer pays exactly when $t>0$ and $v_b-v_a>G$. The first two lemmas give the energy and admissibility of the neutral state, and the third shows that a transfer with $0\le t\le1$ is admissible.

```lean
/-- Neutral atoms have zero energy. -/
theorem energy_neutral (G : ℝ) (v : ι → ℝ) : energy G v 0 = 0 := by
  simp [energy]

lemma neutral_admissible : Admissible (0 : ι → ℝ) :=
  ⟨by simp, by simp⟩

lemma transfer_admissible [DecidableEq ι] (a b : ι) {t : ℝ} (h0 : 0 ≤ t) (h1 : t ≤ 1) :
    Admissible (transfer a b t) := by
  constructor
  · intro i
    unfold transfer
    rw [abs_le]
    split_ifs <;> constructor <;> linarith
  · simp [transfer, Finset.sum_sub_distrib]
```

The proof of `energy_transfer` follows the calculation above. `hterm` splits each summand into the acceptor's and the donor's contribution, by cases on whether $i$ is $b$, $a$ or neither, and the sum then collapses to two terms.

```lean
/-- The state reached from all atoms neutral by moving charge `t ≥ 0` from `a` to a different atom
`b` has energy `t * (G - (v b - v a))`. -/
theorem energy_transfer [DecidableEq ι] {G t : ℝ} {v : ι → ℝ} {a b : ι}
    (hab : a ≠ b) (h0 : 0 ≤ t) :
    energy G v (transfer a b t) = t * (G - (v b - v a)) := by
  -- only the donor and the acceptor contribute
  have hterm : ∀ i, G / 2 * |transfer a b t i| - v i * transfer a b t i =
      (if i = b then t * (G / 2 - v b) else 0) + (if i = a then t * (G / 2 + v a) else 0) := by
    intro i
    by_cases hb : i = b
    · have ha : i ≠ a := fun h => hab (h.symm.trans hb)
      have e : transfer a b t i = t := by rw [transfer, if_pos hb, if_neg ha, sub_zero]
      rw [e, abs_of_nonneg h0, if_pos hb, if_neg ha, hb]
      ring
    · by_cases ha : i = a
      · have e : transfer a b t i = -t := by rw [transfer, if_neg hb, if_pos ha, zero_sub]
        rw [e, abs_neg, abs_of_nonneg h0, if_neg hb, if_pos ha, ha]
        ring
      · have e : transfer a b t i = 0 := by rw [transfer, if_neg hb, if_neg ha, sub_zero]
        rw [e, if_neg hb, if_neg ha]
        simp
  simp only [energy, hterm, Finset.sum_add_distrib, Finset.sum_ite_eq', Finset.mem_univ,
    ↓reduceIte]
  ring
```

**Q:** That tests pairs only. A collective rearrangement of many fractional charges might still win.

**A:** It can't, and neutrality is the reason. Suppose no two potentials differ by more than $D$. Let $m$ be a site of lowest potential and set $c=v_m+D/2$. Then $0\le v_i-v_m\le D$, hence $|v_i-c|\le D/2$. Since $\sum_iq_i=0$, subtracting $c$ from every potential leaves the energy unchanged:
$$E(q)=\sum_i\left(\tfrac G2|q_i|-(v_i-c)q_i\right)\ge\frac{G-D}{2}\sum_i|q_i|.$$
In Lean, `key` is this inequality for one atom, and the `calc` block sums it and removes the term in $c$ by neutrality. The empty set of atoms is treated separately because it has no lowest site.

```lean
/-- If no two site potentials differ by more than `D`, the energy of charges summing to zero
is at least `(G - D) / 2` times the sum of their absolute values. -/
theorem energy_lower_bound {G D : ℝ} {v q : ι → ℝ} (hq : ∑ i, q i = 0)
    (hD : ∀ i j, v i - v j ≤ D) : (G - D) / 2 * ∑ i, |q i| ≤ energy G v q := by
  rcases isEmpty_or_nonempty ι with hι | hι
  · simp [energy]
  obtain ⟨m, hm⟩ := Finite.exists_min v
  -- neutrality lets us measure the potential from `v m + D / 2`
  have key : ∀ i, (G - D) / 2 * |q i| ≤
      (G / 2 * |q i| - v i * q i) + (v m + D / 2) * q i := by
    intro i
    have h1 : |v i - (v m + D / 2)| ≤ D / 2 :=
      abs_le.2 ⟨by linarith [hm i], by linarith [hD i m]⟩
    have h2 : (v i - (v m + D / 2)) * q i ≤ |v i - (v m + D / 2)| * |q i| := by
      rw [← abs_mul]
      exact le_abs_self _
    have h3 := mul_le_mul_of_nonneg_right h1 (abs_nonneg (q i))
    linarith
  calc (G - D) / 2 * ∑ i, |q i| = ∑ i, (G - D) / 2 * |q i| := Finset.mul_sum _ _ _
    _ ≤ ∑ i, ((G / 2 * |q i| - v i * q i) + (v m + D / 2) * q i) :=
        Finset.sum_le_sum fun i _ => key i
    _ = energy G v q := by
        unfold energy
        rw [Finset.sum_add_distrib, ← Finset.mul_sum, hq, mul_zero, add_zero]
```

Setting $D=G$ gives $E(q)\ge0$ for every admissible $q$.

```lean
lemma energy_nonneg {G : ℝ} {v q : ι → ℝ} (hq : Admissible q)
    (h : ∀ i j, v i - v j ≤ G) : 0 ≤ energy G v q := by
  have := energy_lower_bound (G := G) hq.2 h
  rwa [sub_self, zero_div, zero_mul] at this
```

**Q:** So the pair test is decisive for any arrangement of potentials?

**A:** Yes. If all differences are at most $G$, the bound makes the neutral state a minimiser. Conversely, if it is a minimiser, comparison with a full unit moved from $j$ to $i$ gives $0\le G-(v_i-v_j)$. For $i=j$ the condition is just $0\le G$, which is assumed.

```lean
/-- For arbitrary site potentials, the neutral state is a ground state exactly when
no potential difference exceeds the gap. -/
theorem neutral_isGroundState_iff {G : ℝ} (hG : 0 ≤ G) (v : ι → ℝ) :
    IsGroundState G v 0 ↔ ∀ i j, v i - v j ≤ G := by
  classical
  constructor
  · rintro ⟨-, h⟩ i j
    by_cases hij : i = j
    · rw [hij, sub_self]
      exact hG
    · -- test against the transfer of a full unit of charge from `j` to `i`
      have h1 := h _ (transfer_admissible j i zero_le_one le_rfl)
      rw [energy_neutral, energy_transfer (Ne.symm hij) zero_le_one] at h1
      linarith
  · intro h
    refine ⟨neutral_admissible, fun q hq => ?_⟩
    rw [energy_neutral]
    exact energy_nonneg hq h
```

**Q:** A tie would still let the system choose a charged state. When is neutrality the only outcome?

**A:** For $G>0$, exactly when every difference is strictly below $G$. Suppose first that this holds, and take $D=v_M-v_m$, with $M$ a site of highest potential. A ground state $q$ has $E(q)\le0$, while the bound has a positive prefactor, so $\sum_i|q_i|=0$. The Lean proof reaches the contradiction through a single nonzero $q_k$. In the other direction, suppose that the neutral state is the only ground state. If some difference reached $G$, a full transfer would cost nothing or less and would be a second ground state, a contradiction.

```lean
/-- The neutral state is the only ground state exactly when
every potential difference is smaller than the gap. -/
theorem neutral_unique_iff {G : ℝ} (hG : 0 < G) (v : ι → ℝ) :
    (∀ q, IsGroundState G v q ↔ q = 0) ↔ ∀ i j, v i - v j < G := by
  classical
  constructor
  · intro h i j
    by_cases hij : i = j
    · rw [hij, sub_self]
      exact hG
    by_contra hn
    have hn' := not_lt.1 hn
    have h0 := (h 0).2 rfl
    -- otherwise a full transfer would be a second ground state
    have h1 : IsGroundState G v (transfer j i 1) := by
      refine ⟨transfer_admissible j i zero_le_one le_rfl, fun q hq => ?_⟩
      have h2 := h0.2 q hq
      rw [energy_neutral] at h2
      rw [energy_transfer (Ne.symm hij) zero_le_one]
      linarith
    have h3 := congrFun ((h _).1 h1) i
    rw [transfer, if_pos rfl, if_neg hij] at h3
    norm_num at h3
  · intro h q
    constructor
    · intro hq
      funext k
      have : Nonempty ι := ⟨k⟩
      obtain ⟨m, hm⟩ := Finite.exists_min v
      obtain ⟨M, hM⟩ := Finite.exists_max v
      have h1 := energy_lower_bound (G := G) (D := v M - v m) (v := v) (q := q) hq.1.2
        (fun i j => by linarith [hM i, hm j])
      have h2 := hq.2 0 neutral_admissible
      rw [energy_neutral] at h2
      have h3 : |q k| ≤ ∑ i, |q i| :=
        Finset.single_le_sum (f := fun i => |q i|) (fun i _ => abs_nonneg _) (Finset.mem_univ k)
      have h4 : 0 < (G - (v M - v m)) / 2 := by linarith [h M m]
      by_contra hk
      have h5 : 0 < |q k| := abs_pos.2 hk
      linarith [mul_pos h4 (lt_of_lt_of_le h5 h3)]
    · rintro rfl
      exact (neutral_isGroundState_iff hG.le v).2 fun i j => (h i j).le
```

**Q:** And are fractional charges possible at the tie?

**A:** Yes. Provided that no difference exceeds $G$, moving any $t$ with $0<t\le1$ from $a$ to a different atom $b$ gives a ground state exactly when $v_b-v_a=G$. The transfer energy is then zero for every such $t$, so half a charge is as good as a whole one. The proof compares the transfer with the neutral state in one direction and uses `energy_nonneg` in the other.

```lean
/-- When no potential difference exceeds the gap, a state with charge `0 < t ≤ 1` moved from
`a` to `b` is a ground state exactly when the potential difference of the two equals the gap. -/
theorem transfer_isGroundState_iff [DecidableEq ι] {G t : ℝ} {v : ι → ℝ} {a b : ι}
    (hab : a ≠ b) (ht : 0 < t) (ht1 : t ≤ 1) (hv : ∀ i j, v i - v j ≤ G) :
    IsGroundState G v (transfer a b t) ↔ v b - v a = G := by
  constructor
  · intro h
    have h1 := h.2 0 neutral_admissible
    rw [energy_transfer hab ht.le, energy_neutral] at h1
    refine le_antisymm (hv b a) ?_
    by_contra hn
    have h2 : 0 < G - (v b - v a) := by linarith [not_le.1 hn]
    linarith [mul_pos ht h2]
  · intro hc
    refine ⟨transfer_admissible a b ht.le ht1, fun q hq => ?_⟩
    rw [energy_transfer hab ht.le, hc, sub_self, mul_zero]
    exact energy_nonneg hq hv
```

**Q:** How does the length of the chain come in?

**A:** Through the largest potential difference. For any two atoms,
$$v_i-v_j=F(i-j)\le|F|\,|i-j|\le|F|(K-1).$$
The two ends attain this value, taken in the order set by the sign of $F$. `chain_spread` proves the bound and `chain_ends` exhibits the pair, which needs at least one atom.

```lean
lemma chain_spread (K : ℕ) (F : ℝ) (i j : Fin K) :
    chainPotential K F i - chainPotential K F j ≤ |F| * ((K : ℝ) - 1) := by
  have hi : ((i : ℕ) : ℝ) + 1 ≤ K := by exact_mod_cast i.isLt
  have hj : ((j : ℕ) : ℝ) + 1 ≤ K := by exact_mod_cast j.isLt
  have hi0 : (0 : ℝ) ≤ ((i : ℕ) : ℝ) := Nat.cast_nonneg _
  have hj0 : (0 : ℝ) ≤ ((j : ℕ) : ℝ) := Nat.cast_nonneg _
  have h1 : |((i : ℕ) : ℝ) - ((j : ℕ) : ℝ)| ≤ (K : ℝ) - 1 :=
    abs_le.2 ⟨by linarith, by linarith⟩
  calc chainPotential K F i - chainPotential K F j
      = F * (((i : ℕ) : ℝ) - ((j : ℕ) : ℝ)) := by unfold chainPotential; ring
    _ ≤ |F| * |((i : ℕ) : ℝ) - ((j : ℕ) : ℝ)| := by
        rw [← abs_mul]
        exact le_abs_self _
    _ ≤ |F| * ((K : ℝ) - 1) := mul_le_mul_of_nonneg_left h1 (abs_nonneg F)

lemma chain_ends {K : ℕ} (hK : 0 < K) (F : ℝ) :
    ∃ i j, chainPotential K F i - chainPotential K F j = |F| * ((K : ℝ) - 1) := by
  cases K with
  | zero => exact absurd hK (lt_irrefl 0)
  | succ n =>
    rcases le_total 0 F with h | h
    · refine ⟨⟨n, by omega⟩, ⟨0, by omega⟩, ?_⟩
      rw [abs_of_nonneg h]
      simp only [chainPotential]
      push_cast
      ring
    · refine ⟨⟨0, by omega⟩, ⟨n, by omega⟩, ?_⟩
      rw [abs_of_nonpos h]
      simp only [chainPotential]
      push_cast
      ring
```

**Q:** Then read me the main statement as Lean has it. I want to know what is assumed.

**A:** For every real $G>0$, every natural number $K$ and every real $F$, the distribution with all charges zero is admissible and minimises the energy over all admissible distributions if and only if $|F|(K-1)\le G$. The `0` after `chainPotential K F` is that distribution, and `(K : ℝ) - 1` is a real subtraction. For $K=1$ the condition is $0\le G$; for $K=0$ it is $-|F|\le G$. Both hold, as they should, since zero is then the only admissible distribution. The proof inserts the two chain lemmas into the general criterion.

```lean
/-- A chain of `K` atoms with gap `G` in a field `F` has the neutral state as a ground state
if and only if `|F| (K - 1) ≤ G`. -/
theorem chain_neutral_iff {G : ℝ} (hG : 0 < G) (K : ℕ) (F : ℝ) :
    IsGroundState G (chainPotential K F) 0 ↔ |F| * ((K : ℝ) - 1) ≤ G := by
  rw [neutral_isGroundState_iff hG.le]
  constructor
  · intro h
    rcases Nat.eq_zero_or_pos K with hK | hK
    · rw [hK, Nat.cast_zero]
      linarith [abs_nonneg F]
    · obtain ⟨i, j, hij⟩ := chain_ends hK F
      exact hij ▸ h i j
  · exact fun h i j => (chain_spread K F i j).trans h
```

**Q:** What does `hG` do? A gap is positive anyway.

**A:** It makes the formula right for a single atom. Take $K=1$ and $G=-1$: zero total charge forces $q=0$, so the neutral state is a ground state, yet $|F|(K-1)=0\le-1$ is false.

The strict version has the same hypotheses and says that neutrality is the only ground state exactly when $|F|(K-1)<G$.

```lean
/-- The neutral state is the only ground state of the chain if and only if
`|F| (K - 1) < G`. -/
theorem chain_neutral_unique_iff {G : ℝ} (hG : 0 < G) (K : ℕ) (F : ℝ) :
    (∀ q, IsGroundState G (chainPotential K F) q ↔ q = 0) ↔ |F| * ((K : ℝ) - 1) < G := by
  rw [neutral_unique_iff hG]
  constructor
  · intro h
    rcases Nat.eq_zero_or_pos K with hK | hK
    · rw [hK, Nat.cast_zero]
      linarith [abs_nonneg F]
    · obtain ⟨i, j, hij⟩ := chain_ends hK F
      exact hij ▸ h i j
  · exact fun h i j => (chain_spread K F i j).trans_lt h
```

**Q:** It bothers me that an arbitrarily weak field defeats a long enough chain.

**A:** That is what the model implies. With $F\ne0$ fixed, the potential drop grows with length while the gap stays put, so once $K-1>G/|F|$ the ends gain by exchanging charge. Lean picks a natural number $K_0>G/|F|+1$ and applies the main theorem to every $K\ge K_0$.

```lean
/-- In any nonzero field, the neutral state is not a ground state of any sufficiently
long chain. -/
theorem long_chain_not_neutral {G F : ℝ} (hG : 0 < G) (hF : F ≠ 0) :
    ∃ K₀ : ℕ, ∀ K ≥ K₀, ¬ IsGroundState G (chainPotential K F) 0 := by
  obtain ⟨K₀, h0⟩ := exists_nat_gt (G / |F| + 1)
  refine ⟨K₀, fun K hK h => ?_⟩
  have h1 := (chain_neutral_iff hG K F).1 h
  have h2 : (K₀ : ℝ) ≤ K := by exact_mod_cast hK
  have h3 : G / |F| < (K : ℝ) - 1 := by linarith
  rw [div_lt_iff₀ (abs_pos.2 hF)] at h3
  linarith

end

end PiecewiseLinearChargeEquilibration
```

```lean
#print axioms PiecewiseLinearChargeEquilibration.neutral_isGroundState_iff
#print axioms PiecewiseLinearChargeEquilibration.transfer_isGroundState_iff
#print axioms PiecewiseLinearChargeEquilibration.chain_neutral_unique_iff
#print axioms PiecewiseLinearChargeEquilibration.long_chain_not_neutral
```

```
'PiecewiseLinearChargeEquilibration.neutral_isGroundState_iff' depends on axioms: [propext, Classical.choice, Quot.sound]
'PiecewiseLinearChargeEquilibration.transfer_isGroundState_iff' depends on axioms: [propext, Classical.choice, Quot.sound]
'PiecewiseLinearChargeEquilibration.chain_neutral_unique_iff' depends on axioms: [propext, Classical.choice, Quot.sound]
'PiecewiseLinearChargeEquilibration.long_chain_not_neutral' depends on axioms: [propext, Classical.choice, Quot.sound]
```

**Q:** Would a smooth charge equilibration model give a similar threshold?

**A:** No. Replace $\frac G2|q_i|$ by $\frac\eta2q_i^2$ with a hardness $\eta>0$. A transfer then costs $\eta t^2-t(v_b-v_a)$, which is negative for small $t>0$ whenever $v_b>v_a$. Any potential difference would leave some atoms charged, and the neutral state would survive only in a flat potential. The threshold comes from the kink at $q=0$.

**Q:** So what may I take from this for real materials?

**A:** It shows how a derivative discontinuity suppresses the spurious fractional charge transfer that can appear in smooth charge equilibration models and with density functionals that smooth out the kink. The model has finitely many atoms and no Coulomb interaction between them. There is no screening, no hopping and no dependence of $G$ on the surroundings, so $G/(K-1)$ for $K\ge2$ is the threshold field of this model and not a prediction of a breakdown field.
